# Density and magnetization eigenmodes of a spin-symmetric 2 × 2 dielectric matrix

In this model the responses of the two spin densities form a real 2 × 2 matrix, with no dependence on position or frequency. The independent-particle response is `-a` for each spin, and the interaction kernel is a Coulomb term `v` in every entry plus a symmetric matrix `f` with equal diagonal entries. The theorem says that the unnormalised vectors (1, 1), the total density, and (1, −1), the magnetization, are eigenvectors of the dielectric matrix ε = 1 − χ₀K, with eigenvalues 1 + a(2v + f₀₀ + f₀₁) and 1 + a(f₀₀ − f₀₁), and that ε has no other eigenvalues. The attempt checks the two eigenvector equations component by component, and gets the list of eigenvalues by factoring the secular determinant.

Lean 4 with Mathlib refuses this proof:

```lean
import Mathlib

open Matrix Filter Topology

namespace UnpolarizedModes

noncomputable section

/-- The independent-particle response of two spin densities, `χ₀ = -diag(a, b)`. -/
def chi0 (a b : ℝ) : Matrix (Fin 2) (Fin 2) ℝ := !![-a, 0; 0, -b]

/-- The interaction kernel: a Coulomb term `v` that couples all densities equally,
plus a spin-dependent part `f`. -/
def kernel (v : ℝ) (f : Matrix (Fin 2) (Fin 2) ℝ) : Matrix (Fin 2) (Fin 2) ℝ :=
  v • !![1, 1; 1, 1] + f

/-- The dielectric matrix `ε = 1 - χ₀ K`. -/
def dielectric (a b v : ℝ) (f : Matrix (Fin 2) (Fin 2) ℝ) : Matrix (Fin 2) (Fin 2) ℝ :=
  1 - chi0 a b * kernel v f

/-- `μ` is an eigenvalue of `M`: some nonzero density change is multiplied by `μ`. -/
def HasMode (M : Matrix (Fin 2) (Fin 2) ℝ) (μ : ℝ) : Prop :=
  ∃ x : Fin 2 → ℝ, x ≠ 0 ∧ M *ᵥ x = μ • x

/-- The eigenvalues of a matrix are the zeros of its secular determinant. -/
theorem hasMode_iff_det (M : Matrix (Fin 2) (Fin 2) ℝ) (μ : ℝ) :
    HasMode M μ ↔ (M - μ • (1 : Matrix (Fin 2) (Fin 2) ℝ)).det = 0 := by
  rw [← Matrix.exists_mulVec_eq_zero_iff]
  simp only [HasMode, Matrix.sub_mulVec, Matrix.smul_mulVec, Matrix.one_mulVec, sub_eq_zero]

/-- The secular determinant of the dielectric matrix, written out. -/
theorem det_dielectric_sub (a b v μ : ℝ) (f : Matrix (Fin 2) (Fin 2) ℝ) :
    (dielectric a b v f - μ • (1 : Matrix (Fin 2) (Fin 2) ℝ)).det =
      (1 + a * (v + f 0 0) - μ) * (1 + b * (v + f 1 1) - μ)
        - a * (v + f 0 1) * (b * (v + f 1 0)) := by
  rw [Matrix.det_fin_two]
  -- expand the entries of the product before evaluating the literal matrices
  simp only [dielectric, chi0, kernel, Matrix.sub_apply, Matrix.mul_apply, Matrix.add_apply,
    Matrix.smul_apply, Fin.sum_univ_two]
  simp

/-- For equal responses, symmetric `f` and `f₁₁ = f₂₂`, the total density `(1, 1)` and the
magnetization `(1, -1)` are eigenvectors of `ε`, and their eigenvalues are the only ones. -/
theorem unpolarized_modes (a v : ℝ) {f : Matrix (Fin 2) (Fin 2) ℝ} (hf : f.IsSymm)
    (h : f 1 1 = f 0 0) :
    dielectric a a v f *ᵥ ![1, 1] = (1 + a * (2 * v + f 0 0 + f 0 1)) • ![1, 1] ∧
    dielectric a a v f *ᵥ ![1, -1] = (1 + a * (f 0 0 - f 0 1)) • ![1, -1] ∧
    ∀ μ, HasMode (dielectric a a v f) μ ↔
      μ = 1 + a * (2 * v + f 0 0 + f 0 1) ∨ μ = 1 + a * (f 0 0 - f 0 1) := by
  have h10 : f 1 0 = f 0 1 := hf.apply 0 1
  refine ⟨?_, ?_, fun μ => ?_⟩
  · ext i
    fin_cases i <;> simp only [dielectric, chi0, kernel, Matrix.mulVec, dotProduct,
      Matrix.sub_apply, Matrix.mul_apply, Matrix.add_apply, Matrix.smul_apply,
      Fin.sum_univ_two] <;> simp [h, h10] <;> ring
  · ext i
    fin_cases i <;> simp only [dielectric, chi0, kernel, Matrix.mulVec, dotProduct,
      Matrix.sub_apply, Matrix.mul_apply, Matrix.add_apply, Matrix.smul_apply,
      Fin.sum_univ_two] <;> simp [h, h10] <;> ring
  · have hdet : (dielectric a a v f - μ • (1 : Matrix (Fin 2) (Fin 2) ℝ)).det =
        (μ - (1 + a * (2 * v + f 0 0 + f 0 1))) * (μ - (1 + a * (f 0 0 - f 0 1))) := by
      rw [det_dielectric_sub, h10, h]
      ring
    rw [hasMode_iff_det, hdet, mul_eq_zero, sub_eq_zero, sub_eq_zero]

end

end UnpolarizedModes
```

The compiler's answer:

```
Try this:
  [apply] ring_nf
  
  The `ring` tactic failed to close the goal. Use `ring_nf` to obtain a normal form.
    
  Note that `ring` works primarily in *commutative* rings. If you have a noncommutative ring, abelian group or module, consider using `noncomm_ring`, `abel` or `module` instead.
Try this:
  [apply] ring_nf
  
  The `ring` tactic failed to close the goal. Use `ring_nf` to obtain a normal form.
    
  Note that `ring` works primarily in *commutative* rings. If you have a noncommutative ring, abelian group or module, consider using `noncomm_ring`, `abel` or `module` instead.
Main.lean:52:2: error: unsolved goals
case refine_1.«0»
a v : ℝ
f : Matrix (Fin 2) (Fin 2) ℝ
hf : f.IsSymm
h : f 1 1 = f 0 0
h10 : f 1 0 = f 0 1
⊢ 1 ⟨0, ⋯⟩ 0 + a * v * 2 + a * f 0 0 + a * f 0 1 = 1 + a * v * 2 + a * f 0 0 + a * f 0 1

case refine_1.«1»
a v : ℝ
f : Matrix (Fin 2) (Fin 2) ℝ
hf : f.IsSymm
h : f 1 1 = f 0 0
h10 : f 1 0 = f 0 1
⊢ a * v * 2 + a * f 0 1 + a * f 0 0 + 1 ⟨1, ⋯⟩ 1 = 1 + a * v * 2 + a * f 0 1 + a * f 0 0
Try this:
  [apply] ring_nf
  
  The `ring` tactic failed to close the goal. Use `ring_nf` to obtain a normal form.
    
  Note that `ring` works primarily in *commutative* rings. If you have a noncommutative ring, abelian group or module, consider using `noncomm_ring`, `abel` or `module` instead.
Try this:
  [apply] ring_nf
  
  The `ring` tactic failed to close the goal. Use `ring_nf` to obtain a normal form.
    
  Note that `ring` works primarily in *commutative* rings. If you have a noncommutative ring, abelian group or module, consider using `noncomm_ring`, `abel` or `module` instead.
Main.lean:56:2: error: unsolved goals
case refine_2.«0»
a v : ℝ
f : Matrix (Fin 2) (Fin 2) ℝ
hf : f.IsSymm
h : f 1 1 = f 0 0
h10 : f 1 0 = f 0 1
⊢ 1 ⟨0, ⋯⟩ 0 + a * f 0 0 - a * f 0 1 = 1 + a * f 0 0 - a * f 0 1

case refine_2.«1»
a v : ℝ
f : Matrix (Fin 2) (Fin 2) ℝ
hf : f.IsSymm
h : f 1 1 = f 0 0
h10 : f 1 0 = f 0 1
⊢ a * f 0 1 - a * f 0 0 - 1 ⟨1, ⋯⟩ 1 = -1 + a * f 0 1 - a * f 0 0
```

What went wrong. Both errors are in the eigenvector equations, and all four goals left open have the same flaw. Each contains a diagonal entry of the identity matrix, `1 ⟨0, ⋯⟩ 0` or `1 ⟨1, ⋯⟩ 1`, that was never evaluated to the number 1. The row index comes from `fin_cases i`, which writes it as `⟨0, ⋯⟩` or `⟨1, ⋯⟩`, while the column index comes from `Fin.sum_univ_two`, which writes `0` or `1`. The two are equal, but `simp` did not recognise the entry as diagonal. `ring` then treats it as an unknown quantity and cannot close the goal; the "Try this" messages report that it fell back to `ring_nf`.

The repair replaces `ext i` and `fin_cases i` with a rewrite by `funext_iff` and `Fin.forall_fin_two`, which turns the equality of vectors into a conjunction of its components at the literals `0` and `1`. `constructor` splits the conjunction. The identity entries now read `1 0 0` and `1 1 1`, which `simp` evaluates to 1, and the rest of the calculation goes through unchanged.

The repair, with which the file compiles:

```diff
@@ -50,10 +50,10 @@
   have h10 : f 1 0 = f 0 1 := hf.apply 0 1
   refine ⟨?_, ?_, fun μ => ?_⟩
-  · ext i
-    fin_cases i <;> simp only [dielectric, chi0, kernel, Matrix.mulVec, dotProduct,
+  · rw [funext_iff, Fin.forall_fin_two]
+    constructor <;> simp only [dielectric, chi0, kernel, Matrix.mulVec, dotProduct,
       Matrix.sub_apply, Matrix.mul_apply, Matrix.add_apply, Matrix.smul_apply,
       Fin.sum_univ_two] <;> simp [h, h10] <;> ring
-  · ext i
-    fin_cases i <;> simp only [dielectric, chi0, kernel, Matrix.mulVec, dotProduct,
+  · rw [funext_iff, Fin.forall_fin_two]
+    constructor <;> simp only [dielectric, chi0, kernel, Matrix.mulVec, dotProduct,
       Matrix.sub_apply, Matrix.mul_apply, Matrix.add_apply, Matrix.smul_apply,
       Fin.sum_univ_two] <;> simp [h, h10] <;> ring
```
